# An injective lowering operator with $ab-ba=1$ and number eigenvalues $k+\tfrac12$ for every integer $k$

To ask whether the commutator $ab-ba=1$ by itself gives the oscillator's ladder a lowest rung, one must first choose what the lowering operator $a$ and the raising operator $b$ act on, and here they act on all functions from the integers to the complex numbers, a vector space with no inner product. Nothing then ties $b$ to the adjoint of $a$, and the ladder can run downwards for ever.

```lean
import Mathlib

open Module.End

namespace LadderWithoutAdjointness

noncomputable section

/-- The raising operator `b` shifts a function on the integers by one site:
`(b f)(k) = f(k - 1)`. -/
def raise : Module.End ℂ (ℤ → ℂ) where
  toFun f k := f (k - 1)
  map_add' _ _ := rfl
  map_smul' _ _ := rfl

/-- The lowering operator `a` with offset `s` is a weighted shift in the other direction:
`(a f)(k) = (k + 1 + s) f(k + 1)`. -/
def lower (s : ℂ) : Module.End ℂ (ℤ → ℂ) where
  toFun f k := ((k : ℂ) + 1 + s) * f (k + 1)
  map_add' f g := by
    funext k
    simp only [Pi.add_apply]
    ring
  map_smul' c f := by
    funext k
    simp only [Pi.smul_apply, smul_eq_mul, RingHom.id_apply]
    ring

/-- The number operator `ba` is diagonal: it multiplies the value at site `k` by `k + s`. -/
theorem number_apply (s : ℂ) (f : ℤ → ℂ) (k : ℤ) :
    (raise * lower s) f k = ((k : ℂ) + s) * f k := by
  change (((k - 1 : ℤ) : ℂ) + 1 + s) * f (k - 1 + 1) = _
  rw [sub_add_cancel k 1]
  push_cast
  ring

/-- The two shifts satisfy the canonical commutation relation `ab - ba = 1` for every offset. -/
theorem commutator (s : ℂ) : lower s * raise - raise * lower s = 1 := by
  refine LinearMap.ext fun f => funext fun k => ?_
  change lower s (raise f) k - (raise * lower s) f k = f k
  rw [number_apply]
  change ((k : ℂ) + 1 + s) * f (k + 1 - 1) - _ = _
  rw [add_sub_cancel_right k 1]
  ring

/-- The lowering operator annihilates no nonzero function exactly when the offset `s` is
not an integer. -/
theorem lower_injective_iff (s : ℂ) :
    Function.Injective (lower s) ↔ ∀ k : ℤ, s ≠ (k : ℂ) := by
  constructor
  · intro hinj k hs
    -- for an integer offset the unit function at site `-k` is a vacuum
    have h0 : lower s (Pi.single (-k) 1) = lower s 0 := by
      rw [map_zero]
      funext j
      change ((j : ℂ) + 1 + s) * (Pi.single (-k) (1 : ℂ) : ℤ → ℂ) (j + 1) = 0
      by_cases hj : j + 1 = -k
      · have hc : (j : ℂ) + 1 = -(k : ℂ) := by exact_mod_cast hj
        rw [hc, hs]
        ring
      · rw [Pi.single_eq_of_ne hj, mul_zero]
    have h1 := congrFun (hinj h0) (-k)
    simp at h1
  · intro h f g hfg
    funext k
    have e : (((k - 1 : ℤ) : ℂ) + 1 + s) * f (k - 1 + 1)
        = (((k - 1 : ℤ) : ℂ) + 1 + s) * g (k - 1 + 1) := congrFun hfg (k - 1)
    rw [sub_add_cancel k 1] at e
    -- the weight cannot vanish, so it cancels
    refine mul_left_cancel₀ ?_ e
    intro h0
    apply h (-k)
    push_cast at h0 ⊢
    linear_combination h0

/-- The unit function at site `k` satisfies the eigenvalue equation of `ba` with
value `k + s`. -/
theorem number_single (s : ℂ) (k : ℤ) :
    (raise * lower s) (Pi.single k 1) = ((k : ℂ) + s) • (Pi.single k 1 : ℤ → ℂ) := by
  funext j
  rw [number_apply, Pi.smul_apply, smul_eq_mul]
  by_cases h : j = k
  · rw [h]
  · rw [Pi.single_eq_of_ne h, mul_zero, mul_zero]

/-- The eigenvalues of the number operator `ba` are exactly the numbers `k + s` with `k`
an integer of either sign. -/
theorem number_eigenvalue_iff (s μ : ℂ) :
    HasEigenvalue (raise * lower s) μ ↔ ∃ k : ℤ, μ = (k : ℂ) + s := by
  constructor
  · intro h
    obtain ⟨f, hf⟩ := h.exists_hasEigenvector
    -- read the eigenvalue off at a site where the eigenvector is nonzero
    obtain ⟨k, hk⟩ := Function.ne_iff.mp hf.2
    have e := congrFun hf.apply_eq_smul k
    rw [number_apply, Pi.smul_apply, smul_eq_mul] at e
    exact ⟨k, (mul_right_cancel₀ hk e).symm⟩
  · rintro ⟨k, rfl⟩
    have hne : (Pi.single k 1 : ℤ → ℂ) ≠ 0 := by
      intro h
      have h1 := congrFun h k
      simp at h1
    exact hasEigenvalue_of_hasEigenvector
      ⟨mem_eigenspace_iff.mpr (number_single s k), hne⟩

/-- With `(b f)(k) = f(k - 1)` and `(a f)(k) = (k + 3/2) f(k + 1)` one has `ab - ba = 1`,
`a` is injective, and `ba` has the eigenvalue `k + 1/2` for every integer `k`. -/
theorem ladder_without_vacuum :
    (∀ (f : ℤ → ℂ) (k : ℤ), raise f k = f (k - 1)) ∧
    (∀ (f : ℤ → ℂ) (k : ℤ), lower (1 / 2) f k = ((k : ℂ) + 3 / 2) * f (k + 1)) ∧
    lower (1 / 2) * raise - raise * lower (1 / 2) = 1 ∧
    Function.Injective (lower (1 / 2)) ∧
    ∀ k : ℤ, HasEigenvalue (raise * lower (1 / 2)) ((k : ℂ) + 1 / 2) := by
  refine ⟨fun _ _ => rfl, fun f k => ?_, commutator _, ?_,
    fun k => (number_eigenvalue_iff _ _).mpr ⟨k, rfl⟩⟩
  · change ((k : ℂ) + 1 + 1 / 2) * f (k + 1) = _
    ring
  · -- one half is not an integer
    rw [lower_injective_iff]
    intro k h
    have h2 : (1 : ℂ) = 2 * (k : ℂ) := by linear_combination 2 * h
    have h3 : (1 : ℤ) = 2 * k := by exact_mod_cast h2
    omega

/-- For a real offset, no sesquilinear form that is positive on nonzero finitely supported
functions makes `b` the adjoint of `a` on those functions. -/
theorem not_adjoint (s : ℝ) (B : (ℤ → ℂ) →ₛₗ[starRingEnd ℂ] (ℤ → ℂ) →ₗ[ℂ] ℂ)
    (hpos : ∀ f : ℤ → ℂ, (Function.support f).Finite → f ≠ 0 → 0 < (B f f).re) :
    ¬ ∀ f g : ℤ → ℂ, (Function.support f).Finite → (Function.support g).Finite →
      B (lower (s : ℂ) f) g = B f (raise g) := by
  intro hadj
  -- choose a site where the number operator is negative
  obtain ⟨k, hk⟩ := exists_int_lt (-s)
  obtain ⟨d, hd⟩ : ∃ d : ℤ → ℂ, d = Pi.single k 1 := ⟨_, rfl⟩
  have hz : ∀ j : ℤ, j ≠ k → d j = 0 := by
    intro j hj
    rw [hd, Pi.single_eq_of_ne hj]
  have hne : d ≠ 0 := by
    intro h
    have h1 := congrFun h k
    simp [hd] at h1
  have hfin : (Function.support d).Finite :=
    (Set.finite_singleton k).subset fun j hj => by
      by_contra h
      exact hj (hz j h)
  have hfin' : (Function.support (lower (s : ℂ) d)).Finite :=
    (Set.finite_singleton (k - 1)).subset fun j hj => by
      by_contra h
      have hjk : j + 1 ≠ k := fun e => h (by rw [Set.mem_singleton_iff]; omega)
      have z : lower (s : ℂ) d j = 0 := by
        change ((j : ℂ) + 1 + (s : ℂ)) * d (j + 1) = 0
        rw [hz _ hjk, mul_zero]
      exact hj z
  -- adjointness turns the norm of `a d` into the expectation value of `ba`
  have e : B (lower (s : ℂ) d) (lower (s : ℂ) d) = ((k + s : ℝ) : ℂ) * B d d := by
    rw [hadj _ _ hfin hfin']
    change B d ((raise * lower (s : ℂ)) d) = _
    have hn : (raise * lower (s : ℂ)) d = ((k : ℂ) + (s : ℂ)) • d := by
      rw [hd]
      exact number_single _ k
    rw [hn, map_smul, smul_eq_mul]
    simp
  have hre := congrArg Complex.re e
  rw [Complex.re_ofReal_mul] at hre
  have hneg : ((k : ℝ) + s) * (B d d).re < 0 :=
    mul_neg_of_neg_of_pos (by linarith) (hpos d hfin hne)
  by_cases h0 : lower (s : ℂ) d = 0
  · rw [h0, map_zero, Complex.zero_re] at hre
    linarith
  · have hp := hpos _ hfin' h0
    linarith

end

end LadderWithoutAdjointness
```

```lean
#print axioms LadderWithoutAdjointness.number_eigenvalue_iff
-- 'LadderWithoutAdjointness.number_eigenvalue_iff' depends on axioms: [propext, Classical.choice, Quot.sound]
#print axioms LadderWithoutAdjointness.ladder_without_vacuum
-- 'LadderWithoutAdjointness.ladder_without_vacuum' depends on axioms: [propext, Classical.choice, Quot.sound]
#print axioms LadderWithoutAdjointness.not_adjoint
-- 'LadderWithoutAdjointness.not_adjoint' depends on axioms: [propext, Classical.choice, Quot.sound]
```

## Two shifts on an endless row of sites

The vectors of this model are the functions $f:\mathbb Z\to\mathbb C$, written `ℤ → ℂ` in Lean. The value $f(k)$ is the component of $f$ at site $k$. It is not a probability amplitude, since there is no inner product, and no decay or normalisability is required. The type `Module.End ℂ (ℤ → ℂ)` consists of the linear maps of this space to itself, and its multiplication is composition, so `raise * lower s` means "first lower, then raise".

The raising operator $b$ is `raise`, and the lowering operator $a$ is `lower s`, where $s$ is a complex number called the offset:

$$(bf)(k)=f(k-1),\qquad (af)(k)=(k+1+s)\,f(k+1).$$

The product $ba$ is called the number operator, as $a^\dagger a$ is in a textbook, but $b$ is not assumed to be $a^\dagger$.

The action is easiest to see on the unit function $e_k$, which is $1$ at site $k$ and $0$ elsewhere. Lean writes it `Pi.single k 1`. The definitions give

$$b\,e_k=e_{k+1},\qquad a\,e_k=(k+s)\,e_{k-1}.$$

For $s=0$ and $k\ge 0$ these are the familiar oscillator relations in an unnormalised basis. If $e_0$ has norm one and $b=a^\dagger$ on the span of these states, then $e_k$ has norm $\sqrt{k!}$. The normalised states $|k\rangle=e_k/\sqrt{k!}$ satisfy $a^\dagger|k\rangle=\sqrt{k+1}\,|k+1\rangle$ and, for $k\ge1$, $a|k\rangle=\sqrt{k}\,|k-1\rangle$, while $a|0\rangle=0$. The counter-example keeps the same algebra, moves the weights by one half and retains the sites on both sides of zero.

## What the theorems say about the ladder

The theorem `ladder_without_vacuum` takes $s=\tfrac12$. Its first two clauses write out the operators, with $(af)(k)=(k+\tfrac32)f(k+1)$, so that the statement can be read without the definitions. The other three clauses are the result:

- $ab-ba=1$, where $1$ is the identity map.
- $a$ is injective. Since $a$ is linear, no nonzero function is annihilated by it, which means that there is no vacuum.
- $ba$ has the eigenvalue $k+\tfrac12$ for every integer $k$, negative ones included. `HasEigenvalue` means that a nonzero eigenvector exists.

These half-integers resemble the oscillator's energies in units of $\hbar\omega$, but they are eigenvalues of the number operator. The expression $ba+\tfrac12$, which would be the Hamiltonian in those units, has the eigenvalues $k+1$, that is, all the integers.

Two further theorems treat a general complex offset. By `lower_injective_iff`, $a$ is injective exactly when $s$ is not an integer. By `number_eigenvalue_iff`, the eigenvalues of $ba$ are the numbers $k+s$ with $k\in\mathbb Z$, and there are no others.

The last theorem, `not_adjoint`, concerns the missing inner product. It takes a real offset $s$ and a form $B$ that is conjugate-linear in its first argument and linear in its second, which is the physicist's convention. Write $\langle f,g\rangle$ for `B f g`. The hypothesis `hpos` asks that $\operatorname{Re}\langle f,f\rangle>0$ for every nonzero $f$ with finitely many nonzero values. This stands for the physical requirement that a nonzero state has positive squared norm. The conclusion is that the relation $\langle af,g\rangle=\langle f,bg\rangle$ fails for at least one pair of finitely supported functions. Hermitian symmetry of the form is not needed. If strict positivity were weakened to $\operatorname{Re}\langle f,f\rangle\ge0$, the statement would be false, because the zero form satisfies the adjoint relation.

## Where the usual argument for a vacuum fails

The textbook argument has two ingredients. Suppose that $ba f=\nu f$ with $f\ne0$. The commutator gives

$$ba(af)=(ab-1)af=a(baf)-af=(\nu-1)\,af,$$

so $af$ is either zero or an eigenvector whose eigenvalue is lower by one. If in addition $b=a^\dagger$ with respect to a positive inner product, then

$$\nu\langle f,f\rangle=\langle f,baf\rangle=\langle af,af\rangle\ge 0,$$

and no eigenvalue can be negative. Repeated lowering must therefore end in a state that $a$ annihilates, and $\nu$ is a non-negative integer.

In the counter-example the first ingredient is intact and the second is absent. Starting from $e_0$, with eigenvalue $\tfrac12$, one step down gives $a e_0=\tfrac12 e_{-1}$, with eigenvalue $-\tfrac12$. The next gives $a e_{-1}=-\tfrac12 e_{-2}$, with eigenvalue $-\tfrac32$. No weight on the way is zero, so the descent never stops.

For quantum mechanics this means that, in a purely algebraic model of a single mode, the commutation relation alone does not yield the occupation numbers $0,1,2,\dots$. Losing adjointness does not always lose these numbers, however. An invertible but non-unitary change of basis $S$ replaces the oscillator's $a$ and $a^\dagger$ by $SaS^{-1}$ and $Sa^\dagger S^{-1}$, which keep the commutator and need not be mutually adjoint, yet the eigenvalues of the number operator are unchanged and $S|0\rangle$ is still annihilated.

An actual oscillator is described in a Hilbert space, where $a$ and $a^\dagger$ are mutually adjoint unbounded operators, defined on a dense subspace and not on the whole space. The counter-example does not become one when an inner product is added, since `not_adjoint` shows that no positive inner product makes its $b$ the adjoint of its $a$. The theorems here involve neither completeness nor domains.

## The number operator and the commutator, site by site

Apply $a$ first and then $b$:

$$(baf)(k)=(af)(k-1)=\bigl((k-1)+1+s\bigr)f\bigl((k-1)+1\bigr)=(k+s)f(k).$$

This is `number_apply`. The `change` step writes out the two definitions, `sub_add_cancel` simplifies the argument of $f$, and `push_cast` with `ring` simplifies the weight.

In the other order,

$$(abf)(k)=(k+1+s)(bf)(k+1)=(k+1+s)f(k).$$

Subtracting the first result from the second leaves $f(k)$ for every $f$ and $k$, hence $ab-ba=1$. The proof of `commutator` reduces the equality of operators to this equality of values, inserts `number_apply` for the second product and finishes with `ring`.

## When the lowering operator annihilates a state

Suppose first that $s$ is an integer $k$. Then

$$(a e_{-k})(j)=(j+1+k)\,e_{-k}(j+1).$$

If $j+1=-k$, the weight is zero. For any other $j$, the value of the unit function is zero. So $a e_{-k}=0=a0$ although $e_{-k}\neq0$, and $a$ is not injective. The first half of `lower_injective_iff` makes the same case distinction on `j + 1 = -k`, and it obtains the contradiction by evaluating at site $-k$, where injectivity would force $1=0$.

Suppose now that $s$ is not an integer and that $af=ag$. At site $k-1$ this equation reads

$$(k+s)f(k)=(k+s)g(k).$$

If $k+s$ were zero, $s$ would be the integer $-k$, so the weight is nonzero and $f(k)=g(k)$. Since $k$ was arbitrary, $f=g$. The cancellation is `mul_left_cancel₀`, and the lines after it show that the weight does not vanish.

For $s=\tfrac12$ it remains to see that one half is not an integer. From $\tfrac12=k$ would follow $1=2k$, which no integer satisfies. In `ladder_without_vacuum` this equation is carried from the complex numbers to the integers, where `omega` refutes it.

## All the eigenvalues of $ba$

Since $ba$ multiplies the value at site $j$ by $j+s$, we have

$$(ba\,e_k)(j)=(j+s)\,e_k(j)=(k+s)\,e_k(j).$$

The last equality holds trivially at $j=k$, and elsewhere both sides are zero. This is `number_single`. As $e_k$ is not the zero function, $k+s$ is an eigenvalue.

Conversely, let $baf=\mu f$ with $f\ne0$. Some site $k$ has $f(k)\neq0$, and there the eigenvalue equation reads $(k+s)f(k)=\mu f(k)$. Dividing by $f(k)$ gives $\mu=k+s$. In `number_eigenvalue_iff`, `Function.ne_iff` supplies the site and `mul_right_cancel₀` performs the division.

## A negative squared norm rules out adjointness

Let $s$ be real, and suppose that a positive form did satisfy $\langle af,g\rangle=\langle f,bg\rangle$ on finitely supported functions. Choose an integer $k<-s$, so that $k+s<0$, and let $d=e_k$. Both $d$ and $ad$ have finite support, contained in $\{k\}$ and $\{k-1\}$ respectively, so the relation may be applied with $f=d$ and $g=ad$:

$$\langle ad,ad\rangle=\langle d,bad\rangle=\langle d,(k+s)d\rangle=(k+s)\langle d,d\rangle.$$

The factor comes out of the second argument, in which the form is linear. Since $k+s$ is real, taking real parts gives

$$\operatorname{Re}\langle ad,ad\rangle=(k+s)\operatorname{Re}\langle d,d\rangle<0.$$

The left side, however, is zero if $ad=0$ and positive otherwise, which is a contradiction.

The Lean proof has the same order. The integer comes from `exists_int_lt`, the two support statements are `hfin` and `hfin'`, and the displayed chain of equalities is `e`. The real part of that chain is `hre`, and the negative sign of its right side is `hneg`. The final case distinction on whether $ad$ vanishes gives the contradiction in both branches. For $s=\tfrac12$ one can take $k=-1$: an adjoint pair would give $a e_{-1}$ a squared norm equal to $-\tfrac12$ times that of $e_{-1}$.
